# The Carnahan–Starling pressure of hard spheres has no spinodal at packing fractions between 0 and 1

## Compressing a fluid without attraction

Compress a fluid at fixed temperature. If its particles attract each other, a model isotherm can develop a loop: over some range of density the pressure falls as the density rises, and the uniform fluid is unstable there. The ends of that range are spinodal points. Equal hard spheres only exclude each other from space. They can freeze, but no gas–liquid transition is expected of them, so an equation for their fluid should have no such loop. Does the Carnahan–Starling equation, a widely used approximation for the hard-sphere fluid, meet this expectation?

Let N spheres, each of volume v, occupy a volume V at temperature T and pressure P, and let k be Boltzmann's constant. The packing fraction is y = Nv/V. The equation postulates the compressibility factor

Z(y) = PV/(NkT) = (1 + y + y² − y³)/(1 − y)³.

The reduced pressure is p(y) = Pv/(kT) = yZ(y). Since y is proportional to the density, a spinodal would require p′(y) = 0. For the ideal gas p = y, with slope 1.

## What is claimed about Z, f and p

Let f be the excess free energy per particle in units of kT, that is, the free energy beyond that of an ideal gas at the same temperature and density:

f(y) = (4y − 3y²)/(1 − y)².

The results are these:

- For |y| < 1, the series Σ (j² + 3j) yʲ over j ≥ 0 converges to Z(y) − 1. The term at j = 0 vanishes (`virial_series`).
- For y ≠ 1, Z(y) = 1 + y f′(y) (`Z_eq_one_add_deriv`).
- For 0 < y < 1, p′(y) > 1 (`one_lt_deriv_pressure`), and p is strictly increasing on [0, 1) (`pressure_strictMonoOn`).
- Every p > 0 belongs to exactly one y in (0, 1) (`existsUnique_packing_fraction`).

In Lean, `Z`, `excessFreeEnergy` and `pressure` are explicit functions from ℝ to ℝ, and all quantities are dimensionless. `HasSum` states convergence to the given value, `deriv` is the ordinary derivative, `Ico 0 1` is [0, 1), `Ioo 0 1` is (0, 1), and `∃!` means "exactly one". At y = 1 Lean's division returns a meaningless zero, which the hypotheses exclude.

The formula for Z is taken as given, not derived from the statistical mechanics of spheres. The coefficients j² + 3j stand in for the hard-sphere virial coefficients. The equation describes a single fluid branch and does not contain freezing. The interval (0, 1) also extends beyond the closest packing of equal spheres, π/(3√2) ≈ 0.74, so the packing fraction found for a very high pressure may be geometrically impossible.

In liquid-state perturbation theory with this one-component equation as reference, and a sphere diameter that depends only on temperature, any spinodal must come from the terms added to the reference.

## The series and the free energy

Twice the binomial coefficient C(j+2, 2) is (j + 2)(j + 1) = j² + 3j + 2. For |y| < 1,

Σ C(j+2, 2) yʲ = 1/(1 − y)³ and Σ yʲ = 1/(1 − y),

and therefore

Σ (j² + 3j) yʲ = 2/(1 − y)³ − 2/(1 − y) = (4y − 2y²)/(1 − y)³.

Subtracting (1 − y)³ = 1 − 3y + 3y² − y³ from the numerator of Z leaves 4y − 2y², so the sum is Z − 1.

The excess free energy of the whole system is NkT f(y). Its contribution to the pressure is −∂(NkT f)/∂V = NkT y f′(y)/V, which gives Z = 1 + y f′. The quotient rule confirms this for the stated f:

f′(y) = [(4 − 6y)(1 − y) + 2(4y − 3y²)]/(1 − y)³ = (4 − 2y)/(1 − y)³.

Multiplication by y gives Z − 1 again.

## The slope of the pressure and its inversion

The quotient rule gives

Z′(y) = (4 + 4y − 2y²)/(1 − y)⁴,

and with p′ = Z + yZ′,

p′(y) = (1 + 4y + 4y² − 4y³ + y⁴)/(1 − y)⁴.

Since (1 − y)⁴ = 1 − 4y + 6y² − 4y³ + y⁴, the numerator exceeds the denominator by 8y − 2y²:

p′(y) = 1 + 2y(4 − y)/(1 − y)⁴.

This is greater than 1 for 0 < y < 1. At y = 0 it equals 1, the ideal-gas slope.

To see that every positive pressure is reached, compare p with y/(1 − y) on [0, 1):

p(y) − y/(1 − y) = y²(3 − y²)/(1 − y)³ ≥ 0.

Given a target pressure P* > 0, in reduced units, put q = P*/(1 + P*). Then 0 < q < 1 and q/(1 − q) = P*, so p(q) ≥ P*. As p(0) = 0 and p is continuous on [0, q], it takes the value P* there, at a point other than 0. Strict increase makes that point unique.

## Half filling by hand

At y = 1/2, Z = 1.625/0.125 = 13. From the free energy, f′ = 3/0.125 = 24, and 1 + 24/2 = 13 as well. The reduced pressure is 6.5, and its slope is 1 + 3.5·16 = 57. The reduced pressure 6.5 therefore belongs to y = 1/2 and to no other packing fraction in (0, 1).

## The Lean file

```lean
import Mathlib

open Set

namespace CarnahanStarling

noncomputable section

/-- The Carnahan-Starling compressibility factor `Z = P V / (N k T)` of hard spheres at
packing fraction `y`, for `y ≠ 1`. -/
def Z (y : ℝ) : ℝ := (1 + y + y ^ 2 - y ^ 3) / (1 - y) ^ 3

/-- The excess free energy per particle, in units of `k T`, at packing fraction `y`,
for `y ≠ 1`. -/
def excessFreeEnergy (y : ℝ) : ℝ := (4 * y - 3 * y ^ 2) / (1 - y) ^ 2

/-- The reduced pressure `P v / (k T) = y Z`, with `v` the volume of one sphere,
for `y ≠ 1`. -/
def pressure (y : ℝ) : ℝ := y * Z y

/-- For `|y| < 1`, the series with terms `(j² + 3 j) y ^ j`, over `j ≥ 0`, converges to `Z - 1`. -/
theorem virial_series {y : ℝ} (hy : |y| < 1) :
    HasSum (fun j : ℕ => ((j : ℝ) ^ 2 + 3 * j) * y ^ j) (Z y - 1) := by
  have hn : ‖y‖ < 1 := by rwa [Real.norm_eq_abs]
  have hne : 1 - y ≠ 0 := by linarith [(abs_lt.mp hy).2] |> fun h : 0 < 1 - y => h.ne'
  have hc := hasSum_choose_mul_geometric_of_norm_lt_one 2 hn
  have hg := hasSum_geometric_of_norm_lt_one hn
  -- the coefficient is twice a binomial coefficient, minus two
  have e : (fun j : ℕ => ((j : ℝ) ^ 2 + 3 * j) * y ^ j) =
      fun j : ℕ => 2 * (((j + 2).choose 2 : ℝ) * y ^ j) - 2 * y ^ j := by
    funext j
    rw [Nat.cast_choose_two]
    push_cast
    ring
  have v : Z y - 1 = 2 * (1 / (1 - y) ^ (2 + 1)) - 2 * (1 - y)⁻¹ := by
    unfold Z
    field_simp
    ring
  rw [e, v]
  exact (hc.mul_left 2).sub (hg.mul_left 2)

/-- The slope of the excess free energy per particle with respect to packing fraction. -/
theorem hasDerivAt_excessFreeEnergy {y : ℝ} (hy : y ≠ 1) :
    HasDerivAt excessFreeEnergy ((4 - 2 * y) / (1 - y) ^ 3) y := by
  have h : 1 - y ≠ 0 := sub_ne_zero.mpr hy.symm
  have hnum : HasDerivAt (fun x : ℝ => 4 * x - 3 * x ^ 2) (4 - 6 * y) y :=
    (((hasDerivAt_id' y).const_mul 4).fun_sub
      (((hasDerivAt_id' y).fun_pow 2).const_mul 3)).congr_deriv (by ring)
  have hden : HasDerivAt (fun x : ℝ => (1 - x) ^ 2) (-2 * (1 - y)) y :=
    (((hasDerivAt_id' y).const_sub 1).fun_pow 2).congr_deriv (by ring)
  refine (hnum.fun_div hden (pow_ne_zero 2 h)).congr_deriv ?_
  rw [div_eq_div_iff (pow_ne_zero _ (pow_ne_zero _ h)) (pow_ne_zero _ h)]
  ring

/-- For `y ≠ 1`, the compressibility factor `Z` and the excess free energy `f` satisfy `Z = 1 + y
f'(y)`. -/
theorem Z_eq_one_add_deriv {y : ℝ} (hy : y ≠ 1) :
    Z y = 1 + y * deriv excessFreeEnergy y := by
  have h : 1 - y ≠ 0 := sub_ne_zero.mpr hy.symm
  rw [(hasDerivAt_excessFreeEnergy hy).deriv]
  unfold Z
  field_simp
  ring

/-- The slope of the reduced pressure with respect to packing fraction. -/
theorem hasDerivAt_pressure {y : ℝ} (hy : y ≠ 1) :
    HasDerivAt pressure
      ((1 + 4 * y + 4 * y ^ 2 - 4 * y ^ 3 + y ^ 4) / (1 - y) ^ 4) y := by
  have h : 1 - y ≠ 0 := sub_ne_zero.mpr hy.symm
  have hnum : HasDerivAt (fun x : ℝ => 1 + x + x ^ 2 - x ^ 3)
      (1 + 2 * y - 3 * y ^ 2) y :=
    ((((hasDerivAt_id' y).const_add 1).fun_add ((hasDerivAt_id' y).fun_pow 2)).fun_sub
      ((hasDerivAt_id' y).fun_pow 3)).congr_deriv (by ring)
  have hden : HasDerivAt (fun x : ℝ => (1 - x) ^ 3) (-3 * (1 - y) ^ 2) y :=
    (((hasDerivAt_id' y).const_sub 1).fun_pow 3).congr_deriv (by ring)
  have hZ : HasDerivAt Z ((4 + 4 * y - 2 * y ^ 2) / (1 - y) ^ 4) y := by
    refine (hnum.fun_div hden (pow_ne_zero 3 h)).congr_deriv ?_
    rw [div_eq_div_iff (pow_ne_zero _ (pow_ne_zero _ h)) (pow_ne_zero _ h)]
    ring
  -- product rule for `y Z`
  refine ((hasDerivAt_id' y).fun_mul hZ).congr_deriv ?_
  unfold Z
  field_simp
  ring

/-- At every packing fraction in `(0, 1)` the derivative of the reduced pressure is greater than
`1`. -/
theorem one_lt_deriv_pressure {y : ℝ} (h0 : 0 < y) (h1 : y < 1) :
    1 < deriv pressure y := by
  have h : 0 < 1 - y := by linarith
  rw [(hasDerivAt_pressure h1.ne).deriv, lt_div_iff₀ (pow_pos h 4)]
  -- the two sides differ by `2 y (4 - y)`
  have hd : 0 < y * (4 - y) := mul_pos h0 (by linarith)
  nlinarith [hd]

/-- The reduced pressure is strictly increasing in the packing fraction on `[0, 1)`. -/
theorem pressure_strictMonoOn : StrictMonoOn pressure (Ico 0 1) := by
  refine strictMonoOn_of_deriv_pos (convex_Ico 0 1) ?_ ?_
  · intro y hy
    exact (hasDerivAt_pressure hy.2.ne).continuousAt.continuousWithinAt
  · intro y hy
    rw [interior_Ico] at hy
    linarith [one_lt_deriv_pressure hy.1 hy.2]

/-- The reduced pressure is at least `y / (1 - y)` on `[0, 1)`. -/
theorem div_le_pressure {y : ℝ} (h0 : 0 ≤ y) (h1 : y < 1) :
    y / (1 - y) ≤ pressure y := by
  have h : 0 < 1 - y := by linarith
  have h3 : 0 ≤ 3 - y ^ 2 := by nlinarith
  have hd : 0 ≤ y ^ 2 * (1 - y) * (3 - y ^ 2) :=
    mul_nonneg (mul_nonneg (sq_nonneg y) h.le) h3
  unfold pressure Z
  rw [← mul_div_assoc, div_le_div_iff₀ h (pow_pos h 3)]
  nlinarith [hd]

/-- Every positive reduced pressure is attained at exactly one packing fraction
in `(0, 1)`. -/
theorem existsUnique_packing_fraction {p : ℝ} (hp : 0 < p) :
    ∃! y : ℝ, y ∈ Ioo (0 : ℝ) 1 ∧ pressure y = p := by
  -- at `q = p / (1 + p)` the lower bound on the pressure equals `p`
  obtain ⟨q, hq0, hq⟩ : ∃ q : ℝ, 0 < q ∧ q * (1 + p) = p :=
    ⟨p / (1 + p), by positivity, div_mul_cancel₀ _ (by positivity)⟩
  have hq1 : q < 1 := by nlinarith
  have hqp : p ≤ pressure q := by
    have hne : 1 - q ≠ 0 := (sub_pos.mpr hq1).ne'
    have e : q / (1 - q) = p := by
      rw [div_eq_iff hne]
      linear_combination hq
    exact e ▸ div_le_pressure hq0.le hq1
  have hzero : pressure 0 = 0 := by simp [pressure]
  have hcont : ContinuousOn pressure (Icc 0 q) := fun y hy =>
    (hasDerivAt_pressure (hy.2.trans_lt hq1).ne).continuousAt.continuousWithinAt
  obtain ⟨y, hy, hyp⟩ := intermediate_value_Icc hq0.le hcont
    (show p ∈ Icc (pressure 0) (pressure q) from ⟨by rw [hzero]; exact hp.le, hqp⟩)
  have hy0 : 0 < y := by
    refine lt_of_le_of_ne hy.1 ?_
    intro h
    rw [← h, hzero] at hyp
    linarith
  refine ⟨y, ⟨⟨hy0, hy.2.trans_lt hq1⟩, hyp⟩, ?_⟩
  -- uniqueness from strict monotonicity
  rintro x ⟨hx, hxp⟩
  exact pressure_strictMonoOn.injOn ⟨hx.1.le, hx.2⟩ ⟨hy.1, hy.2.trans_lt hq1⟩
    (hxp.trans hyp.symm)

end

end CarnahanStarling
```

```lean
#print axioms CarnahanStarling.virial_series
#print axioms CarnahanStarling.Z_eq_one_add_deriv
#print axioms CarnahanStarling.existsUnique_packing_fraction
```

```
'CarnahanStarling.virial_series' depends on axioms: [propext, Classical.choice, Quot.sound]
'CarnahanStarling.Z_eq_one_add_deriv' depends on axioms: [propext, Classical.choice, Quot.sound]
'CarnahanStarling.existsUnique_packing_fraction' depends on axioms: [propext, Classical.choice, Quot.sound]
```

## How the proof follows the algebra

In `virial_series`, the equation `e` rewrites the coefficient through the binomial one, and the equation `v`, unrelated to the sphere volume v, splits Z − 1 into the two closed forms. Mathlib supplies both series, which are then scaled and subtracted.

`hasDerivAt_excessFreeEnergy` and `hasDerivAt_pressure` build the derivatives from the quotient and product rules. In each, `congr_deriv` replaces the raw derivative by the simplified fraction, with `ring` checking the polynomial identity. `Z_eq_one_add_deriv` inserts the first derivative and clears denominators.

`one_lt_deriv_pressure` multiplies by the positive (1 − y)⁴. The fact `hd`, that y(4 − y) > 0, then lets `nlinarith` finish. `pressure_strictMonoOn` combines this slope with continuity on [0, 1), including the endpoint 0.

`div_le_pressure` proves the lower bound by cross-multiplication, where the difference of the two sides is y²(1 − y)(3 − y²). In `existsUnique_packing_fraction`, the target pressure P* is called `p`. The proof constructs `q`, applies `intermediate_value_Icc` on [0, q], rules out y = 0, and obtains uniqueness from the injectivity of a strictly increasing function.
